# A light mass defect in a harmonic chain has exactly one bounded mode above the band, up to amplitude

Replace one atom of a monatomic crystal by a lighter isotope. The force constants hardly change, but the light atom can follow a faster vibration than its neighbours can carry away. Does even a small mass reduction produce a vibration trapped at the defect, and at what frequency?

In one dimension, with springs between nearest neighbours only, the question has a closed answer. Let the host atoms have mass M > 0, the springs constant k > 0, and the atom at site 0 mass (1 − ε)M with ε < 1. A trapped mode above the band exists exactly when ε > 0, and its squared frequency is

ω² = (4k/M) / (1 − ε²).

For this single defect in an infinite harmonic chain, the formula provides a reference value for lattice-dynamics calculations with mass disorder.

```lean
import Mathlib

open Filter

namespace LightImpurityLocalMode

noncomputable section
```

## The chain and its equation of motion

The masses are M_0 = (1 − ε)M and M_n = M for every other integer n. In Lean, ε is `eps`, and the condition `eps < 1` in the later theorems keeps the impurity mass positive.

```lean
/-- The mass at site `n`: `(1 - eps) M` at the impurity site `0` and `M` on all other sites. -/
def siteMass (M eps : ℝ) (n : ℤ) : ℝ := if n = 0 then (1 - eps) * M else M
```

Let u_n be the real displacement amplitude of atom n. Inserting u_n cos(ωt) into Newton's equation gives, at every site,

−M_n ω² u_n = k(u_(n+1) + u_(n−1) − 2u_n).

The squared frequency ω² is the real number `w2`, and the displacement field is a function `u : ℤ → ℝ`.

```lean
/-- The amplitudes `u` satisfy the equations of motion at squared frequency `w2` on the chain with
spring constant `k` and one impurity. -/
def IsMode (k M eps w2 : ℝ) (u : ℤ → ℝ) : Prop :=
  ∀ n : ℤ, -(siteMass M eps n) * w2 * u n = k * (u (n + 1) + u (n - 1) - 2 * u n)
```

`IsMode` asks only for the equations of motion. It admits the zero field and fields that grow without limit, so nonzero amplitude and boundedness appear as separate hypotheses where they are needed. The model has one displacement component per atom, no anharmonicity, and the same spring constant next to the impurity as elsewhere.

At the top of the band neighbouring atoms move in antiphase. A trapped mode can be sought with the same alternation and a decaying envelope,

u_n = (−λ)^|n|, 0 < λ < 1,

with the amplitude at the impurity set to 1.

```lean
/-- The staggered profile `(-lam)^|n|` centred on the impurity. -/
def localProfile (lam : ℝ) (n : ℤ) : ℝ := (-lam) ^ n.natAbs
```

The comparison is with the perfect chain, whose squared frequency at wave number q (lattice spacing 1) is

ω²(q) = 2k(1 − cos q)/M.

```lean
/-- The squared frequency of the perfect chain at wave number `q`. -/
def bandFreq (k M q : ℝ) : ℝ := 2 * k * (1 - Real.cos q) / M
```

## Two conditions replace infinitely many

At site 1 the trial profile gives

M ω² λ = k(λ² + 1 + 2λ) = k(1 + λ)².

At any other site n ≠ 0 the equation of motion is this one multiplied by (−λ)^(|n|−1), so it adds nothing new. At site 0 both neighbours have displacement −λ, and

(1 − ε)M ω² = 2k(1 + λ).

The profile is therefore a mode if and only if these two conditions hold.

```lean
/-- The staggered profile is a mode exactly when one bulk condition and one condition at the
impurity hold. -/
theorem isMode_localProfile_iff (k M eps w2 lam : ℝ) :
    IsMode k M eps w2 (localProfile lam) ↔
      M * w2 * lam = k * (1 + lam) ^ 2 ∧ (1 - eps) * M * w2 = 2 * k * (1 + lam) := by
  constructor
  · intro h
    have h1 := h 1
    have h0 := h 0
    have m1 : siteMass M eps 1 = M := by simp [siteMass]
    have m0 : siteMass M eps 0 = (1 - eps) * M := by simp [siteMass]
    have p2 : localProfile lam (1 + 1) = (-lam) ^ 2 := rfl
    have p0 : localProfile lam (1 - 1) = (-lam) ^ 0 := rfl
    have p1 : localProfile lam 1 = (-lam) ^ 1 := rfl
    have r1 : localProfile lam (0 + 1) = (-lam) ^ 1 := rfl
    have r2 : localProfile lam (0 - 1) = (-lam) ^ 1 := rfl
    have r0 : localProfile lam 0 = (-lam) ^ 0 := rfl
    rw [m1, p2, p0, p1] at h1
    rw [m0, r1, r2, r0] at h0
    exact ⟨by linear_combination h1, by linear_combination (-1) * h0⟩
  · rintro ⟨hA, hB⟩ n
    unfold siteMass localProfile
    rcases lt_trichotomy n 0 with hn | hn | hn
    · -- left of the impurity
      obtain ⟨m, rfl⟩ : ∃ m : ℕ, n = -((m : ℤ) + 1) := ⟨(-n - 1).toNat, by omega⟩
      have a1 : (-((m : ℤ) + 1)).natAbs = m + 1 := by omega
      have a2 : (-((m : ℤ) + 1) + 1).natAbs = m := by omega
      have a3 : (-((m : ℤ) + 1) - 1).natAbs = m + 2 := by omega
      rw [if_neg hn.ne, a1, a2, a3]
      linear_combination (-lam) ^ m * hA
    · subst hn
      have a1 : ((0 : ℤ) + 1).natAbs = 1 := rfl
      have a2 : ((0 : ℤ) - 1).natAbs = 1 := rfl
      have a3 : (0 : ℤ).natAbs = 0 := rfl
      rw [if_pos rfl, a1, a2, a3]
      linear_combination (-1) * hB
    · -- right of the impurity
      obtain ⟨m, rfl⟩ : ∃ m : ℕ, n = (m : ℤ) + 1 := ⟨(n - 1).toNat, by omega⟩
      have a1 : ((m : ℤ) + 1).natAbs = m + 1 := by omega
      have a2 : ((m : ℤ) + 1 + 1).natAbs = m + 2 := by omega
      have a3 : ((m : ℤ) + 1 - 1).natAbs = m := by omega
      rw [if_neg hn.ne', a1, a2, a3]
      linear_combination (-lam) ^ m * hA
```

The forward direction reads off sites 1 and 0. The converse splits ℤ into left, centre and right, and `linear_combination` multiplies the bulk condition by the required power of −λ.

## Decay factor and frequency

Multiply the impurity condition by λ, the bulk condition by 1 − ε, and compare:

2kλ(1 + λ) = (1 − ε)k(1 + λ)².

Since k(1 + λ) > 0, it can be divided out:

(1 − ε)(1 + λ) = 2λ.

If ε ≤ 0, the left side is at least 1 + λ, which exceeds 2λ because λ < 1. Hence ε > 0. Solving for λ gives

λ = (1 − ε)/(1 + ε), 1 + λ = 2/(1 + ε),

and the impurity condition then yields

ω² = 2k(1 + λ)/((1 − ε)M) = (4k/M)/(1 − ε²).

Conversely, for 0 < ε < 1 this λ lies between 0 and 1. Both sides of the bulk condition equal 4k/(1 + ε)², and both sides of the impurity condition equal 4k/(1 + ε).

```lean
/-- A staggered profile with `0 < lam < 1` is a mode at squared frequency `w2` exactly when the
impurity is light, `lam = (1 - eps)/(1 + eps)` and `w2 = (4k/M)/(1 - eps²)`. -/
theorem local_mode_iff {k M eps : ℝ} (hk : 0 < k) (hM : 0 < M) (heps : eps < 1) (w2 lam : ℝ) :
    (0 < lam ∧ lam < 1 ∧ IsMode k M eps w2 (localProfile lam)) ↔
      (0 < eps ∧ lam = (1 - eps) / (1 + eps) ∧ w2 = 4 * k / M / (1 - eps ^ 2)) := by
  rw [isMode_localProfile_iff]
  constructor
  · rintro ⟨h0, h1, hA, hB⟩
    -- eliminate the frequency between the two conditions
    have key : (1 - eps) * (1 + lam) = 2 * lam := by
      have hne : k * (1 + lam) ≠ 0 := by positivity
      apply mul_left_cancel₀ hne
      linear_combination lam * hB - (1 - eps) * hA
    have he : 0 < eps := by
      by_contra hn
      have hn' : 0 ≤ -eps := by linarith
      nlinarith [mul_nonneg hn' h0.le]
    have hp : 0 < 1 - eps ^ 2 := by nlinarith
    refine ⟨he, ?_, ?_⟩
    · rw [eq_div_iff (by positivity)]
      linear_combination (-1) * key
    · rw [div_div, eq_div_iff (mul_pos hM hp).ne']
      linear_combination (1 + eps) * hB - 2 * k * key
  · rintro ⟨he, rfl, rfl⟩
    have hm : 0 < 1 - eps := by linarith
    have hp : 0 < 1 + eps := by linarith
    have hm' := hm.ne'
    have hp' := hp.ne'
    have hM' := hM.ne'
    rw [show 1 - eps ^ 2 = (1 - eps) * (1 + eps) by ring]
    refine ⟨div_pos hm hp, (div_lt_one hp).2 (by linarith), ?_, ?_⟩
    · field_simp
      ring
    · field_simp
      ring
```

The theorem is an equivalence for given `w2` and `lam`: a decaying staggered mode on one side, a light impurity with the two explicit values on the other. In the proof, `key` is the relation left after eliminating the frequency, and `field_simp` with `ring` verifies the two conditions in the converse.

Leaving λ and ω² unspecified turns this into a criterion for existence: some decaying staggered mode exists if and only if ε > 0. There is no threshold in the mass reduction.

```lean
/-- A decaying staggered mode exists exactly when the impurity is lighter than the host atoms. -/
theorem exists_local_mode_iff {k M eps : ℝ} (hk : 0 < k) (hM : 0 < M) (heps : eps < 1) :
    (∃ lam w2 : ℝ, 0 < lam ∧ lam < 1 ∧ IsMode k M eps w2 (localProfile lam)) ↔ 0 < eps := by
  constructor
  · rintro ⟨lam, w2, h⟩
    exact ((local_mode_iff hk hM heps w2 lam).1 h).1
  · intro he
    exact ⟨_, _, (local_mode_iff hk hM heps _ _).2 ⟨he, rfl, rfl⟩⟩
```

## The local frequency lies above the band

For the perfect chain, ε = 0, take u_n = cos(qn). The addition theorem gives

cos(q(n+1)) + cos(q(n−1)) = 2 cos(qn) cos q,

so the equation of motion becomes

M ω² cos(qn) = 2k(1 − cos q) cos(qn).

Site 0, where the cosine is 1, fixes ω² = 2k(1 − cos q)/M. With that value the equation holds at every site.

```lean
/-- On the perfect chain the standing wave `cos (q n)` is a mode exactly at the squared frequency
`2k(1 - cos q)/M`. -/
theorem perfect_chain_dispersion {k M : ℝ} (hM : 0 < M) (w2 q : ℝ) :
    IsMode k M 0 w2 (fun n => Real.cos (q * (n : ℝ))) ↔ w2 = bandFreq k M q := by
  have hm : ∀ n, siteMass M 0 n = M := fun n => by simp [siteMass]
  have hs : ∀ n : ℤ, Real.cos (q * ((n + 1 : ℤ) : ℝ)) + Real.cos (q * ((n - 1 : ℤ) : ℝ))
      = 2 * Real.cos (q * (n : ℝ)) * Real.cos q := by
    intro n
    push_cast
    rw [mul_add, mul_sub, mul_one, Real.cos_add, Real.cos_sub]
    ring
  rw [bandFreq, eq_div_iff hM.ne']
  constructor
  · intro h
    have e : -(siteMass M 0 0) * w2 * Real.cos (q * ((0 : ℤ) : ℝ))
        = k * (Real.cos (q * ((0 + 1 : ℤ) : ℝ)) + Real.cos (q * ((0 - 1 : ℤ) : ℝ))
          - 2 * Real.cos (q * ((0 : ℤ) : ℝ))) := h 0
    rw [hm, hs 0, Int.cast_zero, mul_zero, Real.cos_zero] at e
    linear_combination (-1) * e
  · intro hw n
    show -(siteMass M 0 n) * w2 * Real.cos (q * (n : ℝ))
        = k * (Real.cos (q * ((n + 1 : ℤ) : ℝ)) + Real.cos (q * ((n - 1 : ℤ) : ℝ))
          - 2 * Real.cos (q * (n : ℝ)))
    rw [hm, hs n]
    linear_combination (-Real.cos (q * (n : ℝ))) * hw
```

Because cos q ≥ −1, the band never exceeds 4k/M, and it reaches this value at q = π. For 0 < ε < 1 we have 0 < 1 − ε² < 1, so dividing 4k/M by 1 − ε² raises it:

ω²(q) ≤ 4k/M < (4k/M)/(1 − ε²).

```lean
/-- The band of the perfect chain has its top `4k/M` at `q = π`, and the squared frequency of the
local mode lies strictly above it. -/
theorem local_mode_above_band {k M eps : ℝ} (hk : 0 < k) (hM : 0 < M) (he : 0 < eps)
    (heps : eps < 1) :
    (∀ q, bandFreq k M q ≤ 4 * k / M) ∧ bandFreq k M Real.pi = 4 * k / M ∧
      4 * k / M < 4 * k / M / (1 - eps ^ 2) := by
  refine ⟨fun q => ?_, ?_, ?_⟩
  · rw [bandFreq, div_le_div_iff₀ hM hM]
    apply mul_le_mul_of_nonneg_right _ hM.le
    nlinarith [Real.neg_one_le_cos q]
  · rw [bandFreq, Real.cos_pi]
    ring
  · have hp : 0 < 1 - eps ^ 2 := by nlinarith
    have hx : 0 < 4 * k / M := by positivity
    rw [lt_div_iff₀ hp]
    nlinarith [mul_pos hx (pow_pos he 2)]
```

## No other bounded mode above the band

So far the staggered shape was a trial form. To remove that assumption, start from any frequency above the band and write c = Mω²/k > 4. The bulk condition becomes

λ² − (c − 2)λ + 1 = 0,

with the root

λ = (c − 2 − s)/2, s = √(c(c − 4)).

From s² = (c − 2)² − 4 follows s < c − 2, and from c(c − 4) > (c − 4)² follows s > c − 4. Together they give 0 < λ < 1.

```lean
/-- Above the band top the bulk condition has a solution with decay factor between 0 and 1. -/
theorem exists_decay_factor {k M w2 : ℝ} (hk : 0 < k) (hM : 0 < M) (hw : 4 * k / M < w2) :
    ∃ lam : ℝ, 0 < lam ∧ lam < 1 ∧ M * w2 * lam = k * (1 + lam) ^ 2 := by
  obtain ⟨c, hc⟩ : ∃ c, M * w2 = c * k := ⟨M * w2 / k, (div_mul_cancel₀ _ hk.ne').symm⟩
  have h4 : 4 < c := by
    have h := (div_lt_iff₀ hM).1 hw
    exact lt_of_mul_lt_mul_right (by linarith : 4 * k < c * k) hk.le
  have hs : Real.sqrt (c * (c - 4)) ^ 2 = c * (c - 4) :=
    Real.sq_sqrt (mul_nonneg (by linarith) (by linarith))
  have hs0 := Real.sqrt_nonneg (c * (c - 4))
  generalize Real.sqrt (c * (c - 4)) = s at hs hs0
  have hlt : s < c - 2 := by nlinarith
  have hgt : c - 4 < s := by nlinarith
  refine ⟨(c - 2 - s) / 2, by linarith, by linarith, ?_⟩
  linear_combination (c - 2 - s) / 2 * hc - k / 4 * hs
```

Now let v_0, v_1, v_2, … be the displacements on a half-chain, counted outwards from the impurity. Multiplying the host equation of motion by λ and using the bulk condition gives

λ(v_(n+2) + v_n) = −(1 + λ²)v_(n+1).

Put d_n = v_(n+1) + λv_n. The recursion says d_n = −λ d_(n+1), hence

d_m = (−λ)^j d_(m+j) for every j ≥ 0.

If |v_n| ≤ C for all n, then |d_m| ≤ 2Cλ^j for every j. The right side tends to zero, so d_m = 0. This leaves v_(n+1) = −λv_n, that is,

v_n = v_0(−λ)^n.

```lean
/-- On a half-chain, a bounded solution of the bulk recursion is `v 0` times the decaying staggered
profile `(-lam)^n`. -/
theorem half_chain_decay {lam C : ℝ} {v : ℕ → ℝ} (h0 : 0 < lam) (h1 : lam < 1)
    (hC : ∀ n, |v n| ≤ C)
    (h : ∀ n, lam * (v (n + 1 + 1) + v n) = -(1 + lam ^ 2) * v (n + 1)) (n : ℕ) :
    v n = v 0 * (-lam) ^ n := by
  have hd : ∀ m j, v (m + 1) + lam * v m
      = (-lam) ^ j * (v (m + j + 1) + lam * v (m + j)) := by
    intro m j
    induction j with
    | zero => simp
    | succ j ih =>
      rw [ih, pow_succ, ← add_assoc m j 1]
      linear_combination (-lam) ^ j * h (m + j)
  -- boundedness removes the growing solution
  have hz : ∀ m, v (m + 1) + lam * v m = 0 := by
    intro m
    have hC0 : 0 ≤ C := (abs_nonneg _).trans (hC 0)
    have hb : ∀ j : ℕ, |v (m + 1) + lam * v m| ≤ lam ^ j * (2 * C) := by
      intro j
      rw [hd m j, abs_mul, abs_pow, abs_neg, abs_of_pos h0]
      apply mul_le_mul_of_nonneg_left _ (pow_pos h0 j).le
      obtain ⟨a1, a2⟩ := abs_le.1 (hC (m + j + 1))
      obtain ⟨b1, b2⟩ := abs_le.1 (hC (m + j))
      have c1 := mul_nonneg h0.le (by linarith : 0 ≤ v (m + j) + C)
      have c2 := mul_nonneg h0.le (by linarith : 0 ≤ C - v (m + j))
      have c3 := mul_nonneg (by linarith : 0 ≤ 1 - lam) hC0
      rw [abs_le]
      constructor <;> nlinarith
    have t := (tendsto_pow_atTop_nhds_zero_of_lt_one h0.le h1).mul_const (2 * C)
    have hle := ge_of_tendsto' t hb
    rw [zero_mul] at hle
    exact abs_nonpos_iff.1 hle
  induction n with
  | zero => simp
  | succ n ih =>
    rw [pow_succ]
    linear_combination hz n - lam * ih
```

In the Lean proof `hd` is the iterated relation and `hz` the vanishing of d_m, obtained from the limit λ^j → 0. Boundedness stands for the physical demand that the vibration not grow exponentially away from the defect.

Apply this to both halves of the chain. They share the site 0, so

u_n = u_0(−λ)^|n| for all integers n.

If u is not identically zero, then u_0 ≠ 0. Dividing by u_0 shows that the staggered profile itself is a mode, and the earlier equivalence fixes ε > 0, λ and ω².

```lean
/-- Every nonzero bounded mode above the band top requires a light impurity, has the squared
frequency `(4k/M)/(1 - eps²)`, and is a multiple of the staggered profile. -/
theorem bounded_mode_above_band_unique {k M eps w2 C : ℝ} {u : ℤ → ℝ} (hk : 0 < k) (hM : 0 < M)
    (heps : eps < 1) (hw : 4 * k / M < w2) (hu : IsMode k M eps w2 u)
    (hC : ∀ n, |u n| ≤ C) (hne : u ≠ 0) :
    0 < eps ∧ w2 = 4 * k / M / (1 - eps ^ 2) ∧
      ∀ n, u n = u 0 * localProfile ((1 - eps) / (1 + eps)) n := by
  obtain ⟨lam, h0, h1, hA⟩ := exists_decay_factor hk hM hw
  have bulk : ∀ n : ℤ, n ≠ 0 → lam * (u (n + 1) + u (n - 1)) = -(1 + lam ^ 2) * u n := by
    intro n hn
    have e := hu n
    rw [siteMass, if_neg hn] at e
    apply mul_left_cancel₀ hk.ne'
    linear_combination (-lam) * e - u n * hA
  -- solve the two half-chains separately
  have R : ∀ n : ℕ, u (n : ℤ) = u 0 * (-lam) ^ n := by
    intro n
    have r := half_chain_decay (v := fun n : ℕ => u (n : ℤ)) h0 h1 (fun n => hC n) (fun n => by
      have e := bulk ((n + 1 : ℕ) : ℤ) (by omega)
      rw [show ((n + 1 : ℕ) : ℤ) + 1 = ((n + 1 + 1 : ℕ) : ℤ) by omega,
        show ((n + 1 : ℕ) : ℤ) - 1 = (n : ℤ) by omega] at e
      exact e) n
    simpa only [Nat.cast_zero] using r
  have L : ∀ n : ℕ, u (-(n : ℤ)) = u 0 * (-lam) ^ n := by
    intro n
    have r := half_chain_decay (v := fun n : ℕ => u (-(n : ℤ))) h0 h1 (fun n => hC _) (fun n => by
      have e := bulk (-((n + 1 : ℕ) : ℤ)) (by omega)
      rw [show -((n + 1 : ℕ) : ℤ) + 1 = -(n : ℤ) by omega,
        show -((n + 1 : ℕ) : ℤ) - 1 = -((n + 1 + 1 : ℕ) : ℤ) by omega, add_comm (u _)] at e
      exact e) n
    simpa only [Nat.cast_zero, neg_zero] using r
  have hform : ∀ n, u n = u 0 * localProfile lam n := by
    intro n
    unfold localProfile
    rcases Int.natAbs_eq n with h | h
    · have r := R n.natAbs
      rw [← h] at r
      exact r
    · have r := L n.natAbs
      rw [← h] at r
      exact r
  have hu0 : u 0 ≠ 0 := by
    intro h
    apply hne
    funext n
    have e := hform n
    rw [h, zero_mul] at e
    exact e
  have hmode : IsMode k M eps w2 (localProfile lam) := by
    intro n
    apply mul_left_cancel₀ hu0
    have e := hu n
    rw [hform n, hform (n + 1), hform (n - 1)] at e
    linear_combination e
  obtain ⟨he, hl, hw'⟩ := (local_mode_iff hk hM heps w2 lam).1 ⟨h0, h1, hmode⟩
  refine ⟨he, hw', fun n => ?_⟩
  rw [← hl]
  exact hform n

end

end LightImpurityLocalMode
```

The theorem thus takes a nonzero bounded mode with `4 * k / M < w2` and concludes that the impurity is light, that the frequency has the stated value, and that the displacement is `u 0` times the staggered profile. `R` and `L` are the right and left half-chains, and `hform` joins them. Modes inside the band, where a defect scatters waves, are not treated, nor is a finite concentration of impurities.

```lean
#print axioms LightImpurityLocalMode.exists_local_mode_iff
#print axioms LightImpurityLocalMode.perfect_chain_dispersion
#print axioms LightImpurityLocalMode.local_mode_above_band
#print axioms LightImpurityLocalMode.bounded_mode_above_band_unique
```

```
'LightImpurityLocalMode.exists_local_mode_iff' depends on axioms: [propext, Classical.choice, Quot.sound]
'LightImpurityLocalMode.perfect_chain_dispersion' depends on axioms: [propext, Classical.choice, Quot.sound]
'LightImpurityLocalMode.local_mode_above_band' depends on axioms: [propext, Classical.choice, Quot.sound]
'LightImpurityLocalMode.bounded_mode_above_band_unique' depends on axioms: [propext, Classical.choice, Quot.sound]
```
